# Static density response $X$ of non-interacting electrons in finitely many levels to a perturbation $V$, at temperature $T>0$ and fixed mean electron number: a unique chemical-potential shift and $-\|V\|_F^2/(4T)\le\mathrm{tr}(VX)\le 0$

Take non-interacting electrons in finitely many one-electron levels $e_i$, at least one, with temperature $T>0$ in energy units ($k_B=1$) and chemical potential $\mu$. Each level has occupation between 0 and 1,

$$f(x)=\frac{1}{e^{(x-\mu)/T}+1}.$$

The kernel $k_{ij}$ is $(f(e_i)-f(e_j))/(e_i-e_j)$ if $e_i\neq e_j$, and $f'(e_i)$ if $e_i=e_j$. The static perturbation $V$ is a real symmetric matrix in the eigenbasis of the unperturbed Hamiltonian $F=\mathrm{diag}(e_i)$. With $u$ the first-order shift of the chemical potential, the density response is

$$X_{ij}=k_{ij}\,W_{ij},\qquad W=V-u\mathbf 1 .$$

## The shift and the interval for tr(VX)

Exactly one real $u$ gives $\mathrm{tr}\,X=0$, which means that the mean electron number is conserved to first order. The quantity $\mathrm{tr}(VX)$ is then the second derivative, at $\lambda=0$, of the Helmholtz free energy for the Hamiltonian $F+\lambda V$ at fixed mean electron number; this standard fact is not proved here. For that $u$,

$$-\frac{\|V\|_F^2}{4T}\le \mathrm{tr}(VX)\le 0,\qquad \|V\|_F^2=\sum_{ij}V_{ij}^2 .$$

## Fixed electron number in a response code

A finite-temperature response code with Fermi-Dirac occupations can use this $u$ to hold the mean electron number fixed to first order. For non-interacting electrons in finitely many levels, the formula for $u$ below never divides by zero in exact arithmetic. The interval also gives a cheap check: a computed $\mathrm{tr}(VX)$ outside it by more than rounding error signals a mistake, for example a wrong sign, kernel or shift. In a spin-paired code, where each spatial level holds up to two electrons and $X$ carries that factor 2, the lower bound becomes $-\|V\|_F^2/(2T)$, with $V$ the matrix between spatial levels.

## From the Fermi slope to the bounds

Differentiation gives $f'=-f(1-f)/T$. Since $0<f<1$ and $f(1-f)=\tfrac14-(f-\tfrac12)^2$, we have $-1/(4T)\le f'<0$. By the mean value theorem each $k_{ij}$ equals $f'(c)$ at some energy $c$, so $-1/(4T)\le k_{ij}<0$.

Let $S=\sum_i k_{ii}$, which is negative. The trace is affine in $u$:

$$\mathrm{tr}\,X=\sum_i k_{ii}V_{ii}-uS,\qquad\text{so}\qquad u=\frac{\sum_i k_{ii}V_{ii}}{S}$$

is its only zero. For this $u$, symmetry of $V$ gives

$$\mathrm{tr}(VX)=\mathrm{tr}(WX)+u\,\mathrm{tr}\,X=\sum_{ij}k_{ij}W_{ij}^2\le 0 .$$

Because every $k_{ij}$ is strictly negative, equality holds only for $V=u\mathbf 1$. Expanding in $V$ instead, and using $\sum_i k_{ii}V_{ii}=uS$,

$$\mathrm{tr}(VX)=\sum_{ij}k_{ij}V_{ij}^2-u^2S\ \ge\ \sum_{ij}k_{ij}V_{ij}^2\ \ge\ -\frac{\|V\|_F^2}{4T}.$$

For every $u$, $X$ also satisfies $[F,X]=[f(F),V]$. Entry by entry this reads $(e_i-e_j)X_{ij}=(f(e_i)-f(e_j))V_{ij}$: both sides vanish for equal levels, and $u$ does not enter off the diagonal.

With a single level, $u=V_{11}$ and $X=0$, so $\mathrm{tr}(VX)=0$. Two levels at $\mu$ with $V=\mathrm{diag}(1,-1)$ have $u=0$ and $X=-V/(4T)$, hence $\mathrm{tr}(VX)=-1/(2T)$, which is the lower bound.

## The Lean file

`fermi`, `fermiKernel` and `response` are $f$, $k$ and $X$; the finite type `n` labels the levels. In `canonical_response`, `[Nonempty n]` supplies at least one level, `hV` is the symmetry of $V$, and `∃!` states existence and uniqueness of $u$. The bounds then hold for any `u` with zero trace.

- `hasDerivAt_fermi` and `fermi_slope_bounds` treat the slope; the square $(2f-1)^2\ge0$ gives the constant $1/4$.
- `fermiKernel_bounds` splits into $x<y$, $x=y$ and $x>y$, and applies the mean value theorem in the unequal cases.
- `response_commutator` checks the commutator equation entrywise.
- `response_trace`, `response_energy` and `response_energy_sq` are the three trace formulas, which `canonical_response` combines with the kernel bounds.
- `response_energy_eq_zero_iff` settles the case of equality at zero, and `lower_bound_sharp` computes the two-level example.

```lean
import Mathlib

open Matrix

namespace CanonicalThermalResponse

noncomputable section

/-- The Fermi-Dirac occupation of a level at energy `x`, with temperature `T` in energy units
and chemical potential `μ`. -/
def fermi (T μ x : ℝ) : ℝ := (Real.exp ((x - μ) / T) + 1)⁻¹

/-- The divided difference of the Fermi-Dirac function between two energies, with the derivative
taken when the energies coincide. -/
def fermiKernel (T μ x y : ℝ) : ℝ :=
  if x = y then deriv (fermi T μ) x else (fermi T μ x - fermi T μ y) / (x - y)

variable {n : Type*} [Fintype n] [DecidableEq n]

/-- The density response to the perturbation `V` with the chemical potential shifted by `u`,
written in the eigenbasis of the unperturbed Hamiltonian with levels `e`. -/
def response (T μ : ℝ) (e : n → ℝ) (V : Matrix n n ℝ) (u : ℝ) : Matrix n n ℝ :=
  Matrix.of fun i j => fermiKernel T μ (e i) (e j) * (V - u • (1 : Matrix n n ℝ)) i j

/-- The slope of the Fermi-Dirac function is `-f (1 - f) / T`. -/
theorem hasDerivAt_fermi {T : ℝ} (hT : 0 < T) (μ x : ℝ) :
    HasDerivAt (fermi T μ) (-(fermi T μ x * (1 - fermi T μ x)) / T) x := by
  have h1 : HasDerivAt (fun y => Real.exp ((y - μ) / T) + 1)
      (Real.exp ((x - μ) / T) * (1 / T)) x :=
    ((((hasDerivAt_id' x).sub_const μ).div_const T).exp).add_const 1
  have hne : Real.exp ((x - μ) / T) + 1 ≠ 0 := by positivity
  have h2 : HasDerivAt (fermi T μ)
      (-(Real.exp ((x - μ) / T) * (1 / T)) / (Real.exp ((x - μ) / T) + 1) ^ 2) x := h1.inv hne
  have key : ∀ E : ℝ, 0 < E →
      -(E * (1 / T)) / (E + 1) ^ 2 = -((E + 1)⁻¹ * (1 - (E + 1)⁻¹)) / T := by
    intro E hE
    have hE1 : E + 1 ≠ 0 := by positivity
    field_simp
    ring
  exact h2.congr_deriv (key _ (Real.exp_pos _))

/-- The slope of the Fermi-Dirac function is negative and at least `-1/(4T)`. -/
theorem fermi_slope_bounds {T : ℝ} (hT : 0 < T) (μ x : ℝ) :
    -1 / (4 * T) ≤ deriv (fermi T μ) x ∧ deriv (fermi T μ) x < 0 := by
  rw [(hasDerivAt_fermi hT μ x).deriv]
  have h0 : 0 < fermi T μ x := by unfold fermi; positivity
  have h1 : fermi T μ x < 1 := by
    unfold fermi
    exact inv_lt_one_of_one_lt₀ (by linarith [Real.exp_pos ((x - μ) / T)])
  constructor
  · rw [div_le_div_iff₀ (by positivity) hT]
    nlinarith [mul_nonneg hT.le (sq_nonneg (2 * fermi T μ x - 1))]
  · exact div_neg_of_neg_of_pos (by nlinarith [mul_pos h0 (sub_pos.2 h1)]) hT

/-- Every divided difference of the Fermi-Dirac function is negative and at least `-1/(4T)`. -/
theorem fermiKernel_bounds {T : ℝ} (hT : 0 < T) (μ x y : ℝ) :
    -1 / (4 * T) ≤ fermiKernel T μ x y ∧ fermiKernel T μ x y < 0 := by
  have hd : ∀ z, HasDerivAt (fermi T μ) (deriv (fermi T μ) z) z :=
    fun z => (hasDerivAt_fermi hT μ z).differentiableAt.hasDerivAt
  -- by the mean value theorem a divided difference is a slope at some energy
  have hc : ∃ c, fermiKernel T μ x y = deriv (fermi T μ) c := by
    rcases lt_trichotomy x y with h | h | h
    · obtain ⟨c, _, hc⟩ := exists_hasDerivAt_eq_slope (fermi T μ) (deriv (fermi T μ)) h
        (fun z _ => (hd z).continuousAt.continuousWithinAt) (fun z _ => hd z)
      refine ⟨c, ?_⟩
      rw [hc, fermiKernel, if_neg h.ne, ← neg_sub (fermi T μ y) (fermi T μ x), ← neg_sub y x,
        neg_div_neg_eq]
    · exact ⟨x, by rw [fermiKernel, if_pos h]⟩
    · obtain ⟨c, _, hc⟩ := exists_hasDerivAt_eq_slope (fermi T μ) (deriv (fermi T μ)) h
        (fun z _ => (hd z).continuousAt.continuousWithinAt) (fun z _ => hd z)
      exact ⟨c, by rw [hc, fermiKernel, if_neg h.ne']⟩
  obtain ⟨c, hc⟩ := hc
  rw [hc]
  exact fermi_slope_bounds hT μ c

/-- The response `X` solves the first-order commutator equation `[F, X] = [f(F), V]`, where `F`
is the diagonal Hamiltonian and `f(F)` its thermal density matrix. -/
theorem response_commutator (T μ : ℝ) (e : n → ℝ) (V : Matrix n n ℝ) (u : ℝ) :
    diagonal e * response T μ e V u - response T μ e V u * diagonal e =
      diagonal (fun i => fermi T μ (e i)) * V - V * diagonal (fun i => fermi T μ (e i)) := by
  ext i j
  simp only [Matrix.sub_apply, Matrix.diagonal_mul, Matrix.mul_diagonal, response,
    Matrix.of_apply, Matrix.smul_apply, Matrix.one_apply, smul_eq_mul]
  by_cases h : e i = e j
  · rw [h]; ring
  · have hij : i ≠ j := fun q => h (by rw [q])
    have hk : fermiKernel T μ (e i) (e j) * (e i - e j) = fermi T μ (e i) - fermi T μ (e j) := by
      rw [fermiKernel, if_neg h, div_mul_cancel₀ _ (sub_ne_zero.2 h)]
    rw [if_neg hij]
    linear_combination V i j * hk

/-- The first-order change in mean particle number, `tr X`, is affine in the shift `u` of the
chemical potential. -/
theorem response_trace (T μ : ℝ) (e : n → ℝ) (V : Matrix n n ℝ) (u : ℝ) :
    (response T μ e V u).trace =
      ∑ i, fermiKernel T μ (e i) (e i) * V i i - u * ∑ i, fermiKernel T μ (e i) (e i) := by
  rw [Finset.mul_sum, ← Finset.sum_sub_distrib]
  unfold Matrix.trace
  refine Finset.sum_congr rfl fun i _ => ?_
  simp only [Matrix.diag_apply, response, Matrix.of_apply, Matrix.sub_apply, Matrix.smul_apply,
    Matrix.one_apply_eq, smul_eq_mul]
  ring

/-- The second-order quantity `tr(VX)` splits into the response at fixed chemical potential and
a term linear in the shift `u`. -/
theorem response_energy (T μ : ℝ) (e : n → ℝ) {V : Matrix n n ℝ} (hV : V.IsSymm) (u : ℝ) :
    (V * response T μ e V u).trace =
      ∑ i, ∑ j, fermiKernel T μ (e i) (e j) * V i j ^ 2
        - u * ∑ i, fermiKernel T μ (e i) (e i) * V i i := by
  rw [Matrix.trace_mul_comm, Finset.mul_sum, ← Finset.sum_sub_distrib]
  simp only [Matrix.trace, Matrix.diag_apply, Matrix.mul_apply]
  refine Finset.sum_congr rfl fun i _ => ?_
  have hi : u * (fermiKernel T μ (e i) (e i) * V i i) =
      ∑ j, if i = j then u * (fermiKernel T μ (e i) (e j) * V i j) else 0 := by simp
  rw [hi, ← Finset.sum_sub_distrib]
  refine Finset.sum_congr rfl fun j _ => ?_
  simp only [response, Matrix.of_apply, Matrix.sub_apply, Matrix.smul_apply, Matrix.one_apply,
    smul_eq_mul]
  rw [hV.apply i j]
  split_ifs <;> ring

/-- When `X` is traceless, `tr(VX)` is a sum of squares of the shifted perturbation weighted by the
divided differences. -/
theorem response_energy_sq (T μ : ℝ) (e : n → ℝ) {V : Matrix n n ℝ} (hV : V.IsSymm) {u : ℝ}
    (hu : (response T μ e V u).trace = 0) :
    (V * response T μ e V u).trace =
      ∑ i, ∑ j, fermiKernel T μ (e i) (e j) * ((V - u • (1 : Matrix n n ℝ)) i j) ^ 2 := by
  have hW : (V - u • (1 : Matrix n n ℝ)).IsSymm := by
    unfold Matrix.IsSymm
    rw [Matrix.transpose_sub, Matrix.transpose_smul, Matrix.transpose_one, hV.eq]
  -- a constant shift of V does not contribute, because X is traceless
  have hs : V * response T μ e V u =
      (V - u • (1 : Matrix n n ℝ)) * response T μ e V u + u • response T μ e V u := by
    rw [Matrix.sub_mul, Matrix.smul_mul, Matrix.one_mul, sub_add_cancel]
  rw [hs, Matrix.trace_add, Matrix.trace_smul, hu, smul_zero, add_zero, Matrix.trace_mul_comm]
  simp only [Matrix.trace, Matrix.diag_apply, Matrix.mul_apply]
  refine Finset.sum_congr rfl fun i _ => Finset.sum_congr rfl fun j _ => ?_
  rw [hW.apply i j]
  simp only [response, Matrix.of_apply]
  ring

/-- Exactly one shift `u` of the chemical potential makes the response `X` traceless, and for it
`tr(VX)` lies between `-‖V‖²/(4T)` (Frobenius norm) and zero. -/
theorem canonical_response [Nonempty n] {T : ℝ} (hT : 0 < T) (μ : ℝ) (e : n → ℝ)
    {V : Matrix n n ℝ} (hV : V.IsSymm) :
    (∃! u : ℝ, (response T μ e V u).trace = 0) ∧
    ∀ u : ℝ, (response T μ e V u).trace = 0 →
      -(∑ i, ∑ j, V i j ^ 2) / (4 * T) ≤ (V * response T μ e V u).trace ∧
      (V * response T μ e V u).trace ≤ 0 := by
  have hS : ∑ i, fermiKernel T μ (e i) (e i) < 0 := by
    have h : ∑ i, fermiKernel T μ (e i) (e i) < ∑ _i : n, (0 : ℝ) :=
      Finset.sum_lt_sum_of_nonempty Finset.univ_nonempty
        (fun i _ => (fermiKernel_bounds hT μ (e i) (e i)).2)
    rwa [Finset.sum_const_zero] at h
  refine ⟨⟨(∑ i, fermiKernel T μ (e i) (e i) * V i i) / ∑ i, fermiKernel T μ (e i) (e i),
    ?_, ?_⟩, ?_⟩
  · show (response T μ e V _).trace = 0
    rw [response_trace, div_mul_cancel₀ _ hS.ne, sub_self]
  · intro y hy
    have hy' : (response T μ e V y).trace = 0 := hy
    rw [response_trace] at hy'
    rw [eq_div_iff hS.ne]
    linarith
  · intro u hu
    constructor
    · have hA : ∑ i, fermiKernel T μ (e i) (e i) * V i i =
          u * ∑ i, fermiKernel T μ (e i) (e i) := by
        rw [response_trace] at hu
        linarith
      -- the bound at fixed chemical potential; the shift only raises tr(VX)
      have hB : -(∑ i, ∑ j, V i j ^ 2) / (4 * T) ≤
          ∑ i, ∑ j, fermiKernel T μ (e i) (e j) * V i j ^ 2 := by
        calc -(∑ i, ∑ j, V i j ^ 2) / (4 * T)
            = ∑ i, ∑ j, (-1 / (4 * T)) * V i j ^ 2 := by
              simp only [← Finset.mul_sum]
              ring
          _ ≤ _ := Finset.sum_le_sum fun i _ => Finset.sum_le_sum fun j _ =>
              mul_le_mul_of_nonneg_right (fermiKernel_bounds hT μ (e i) (e j)).1 (sq_nonneg _)
      rw [response_energy T μ e hV u, hA]
      nlinarith [mul_nonneg (sq_nonneg u) (neg_nonneg.2 hS.le)]
    · rw [response_energy_sq T μ e hV hu]
      exact Finset.sum_nonpos fun i _ => Finset.sum_nonpos fun j _ =>
        mul_nonpos_of_nonpos_of_nonneg (fermiKernel_bounds hT μ (e i) (e j)).2.le (sq_nonneg _)

/-- When `X` is traceless, `tr(VX)` vanishes exactly when the perturbation is the constant potential
`u`. -/
theorem response_energy_eq_zero_iff {T : ℝ} (hT : 0 < T) (μ : ℝ) (e : n → ℝ)
    {V : Matrix n n ℝ} (hV : V.IsSymm) {u : ℝ} (hu : (response T μ e V u).trace = 0) :
    (V * response T μ e V u).trace = 0 ↔ V = u • (1 : Matrix n n ℝ) := by
  rw [response_energy_sq T μ e hV hu]
  have ht : ∀ i j, fermiKernel T μ (e i) (e j) * ((V - u • (1 : Matrix n n ℝ)) i j) ^ 2 ≤ 0 :=
    fun i j => mul_nonpos_of_nonpos_of_nonneg
      (fermiKernel_bounds hT μ (e i) (e j)).2.le (sq_nonneg _)
  constructor
  · intro h
    ext i j
    have h1 := (Finset.sum_eq_zero_iff_of_nonpos
      (fun i _ => Finset.sum_nonpos fun j _ => ht i j)).1 h i (Finset.mem_univ i)
    have h2 := (Finset.sum_eq_zero_iff_of_nonpos (fun j _ => ht i j)).1 h1 j (Finset.mem_univ j)
    rcases mul_eq_zero.1 h2 with h3 | h3
    · exact absurd h3 (fermiKernel_bounds hT μ (e i) (e j)).2.ne
    · have h4 := pow_eq_zero_iff (two_ne_zero) |>.1 h3
      rw [Matrix.sub_apply] at h4
      exact sub_eq_zero.1 h4
  · intro h
    have hz : V - u • (1 : Matrix n n ℝ) = 0 := sub_eq_zero.2 h
    rw [hz]
    simp

/-- Two degenerate levels at the chemical potential, split by `V = diag(1, -1)`, conserve the mean
particle number to first order with `u = 0` and attain the lower bound `-‖V‖²/(4T)`. -/
theorem lower_bound_sharp {T : ℝ} (hT : 0 < T) (μ : ℝ) :
    (response T μ (fun _ : Fin 2 => μ) !![1, 0; 0, -1] 0).trace = 0 ∧
    ((!![1, 0; 0, -1] : Matrix (Fin 2) (Fin 2) ℝ) *
        response T μ (fun _ : Fin 2 => μ) !![1, 0; 0, -1] 0).trace =
      -(∑ i, ∑ j, (!![1, 0; 0, -1] : Matrix (Fin 2) (Fin 2) ℝ) i j ^ 2) / (4 * T) := by
  have hf : fermi T μ μ = 1 / 2 := by
    unfold fermi
    rw [sub_self, zero_div, Real.exp_zero]
    norm_num
  have hk : fermiKernel T μ μ μ = -1 / (4 * T) := by
    rw [fermiKernel, if_pos rfl, (hasDerivAt_fermi hT μ μ).deriv, hf]
    ring
  have hV : (!![1, 0; 0, -1] : Matrix (Fin 2) (Fin 2) ℝ).IsSymm := by
    ext i j
    fin_cases i <;> fin_cases j <;> simp
  constructor
  · rw [response_trace]
    simp [Fin.sum_univ_two]
  · rw [response_energy T μ _ hV 0]
    simp [Fin.sum_univ_two, hk]
    ring

end

end CanonicalThermalResponse
```

```lean
#print axioms CanonicalThermalResponse.response_energy
-- 'CanonicalThermalResponse.response_energy' depends on axioms: [propext, Classical.choice, Quot.sound]
#print axioms CanonicalThermalResponse.canonical_response
-- 'CanonicalThermalResponse.canonical_response' depends on axioms: [propext, Classical.choice, Quot.sound]
#print axioms CanonicalThermalResponse.response_energy_eq_zero_iff
-- 'CanonicalThermalResponse.response_energy_eq_zero_iff' depends on axioms: [propext, Classical.choice, Quot.sound]
#print axioms CanonicalThermalResponse.lower_bound_sharp
-- 'CanonicalThermalResponse.lower_bound_sharp' depends on axioms: [propext, Classical.choice, Quot.sound]
```

## Exact arithmetic, a given V, and a defined X

The theorems concern exact real numbers. In floating point, $S$ can underflow when every level lies many $T$ away from $\mu$.

$V$ is given, so no self-consistency cycle is solved and nothing follows about its convergence. If $V$ is the total effective perturbation, the bounds apply to it and not to the bare external one.

$X$ is defined by its formula. That it is the derivative of the Fermi-Dirac density matrix at fixed mean electron number is standard perturbation theory, assumed here; the commutator equation alone does not fix $X$ between equal levels. The word "canonical" in the Lean names refers to this fixed mean. The canonical ensemble, with exactly $N$ electrons, is not covered and can violate the lower bound: one electron in the two-level example above has $\mathrm{tr}(VX)=-1/T$. Complex Hermitian perturbations, infinitely many levels, $T=0$ and other smearing functions are not covered.
